# A chiral rotation turns a single Dirac mass into a scalar and a pseudoscalar mass

To ask whether the two constant mass terms of a free Dirac particle, the scalar term $m_1\beta$ and the pseudoscalar term $i m_2\beta\gamma_5$, are one mass seen in a different basis, we take the Dirac matrices to be elements of an arbitrary complex algebra with unit, and not particular four-by-four arrays. Only three relations are then needed:

$$\gamma_5^2=1,\qquad \gamma_5\alpha_i=\alpha_i\gamma_5,\qquad \gamma_5\beta=-\beta\gamma_5 .$$

The first two say that $\gamma_5$ sorts states into two chiralities, which the kinetic term does not mix. The third says that the mass term connects them. As a subscript, $i$ labels a momentum component; elsewhere it is the imaginary unit. Units are such that $\hbar=c=1$.

**Claim.** Under these relations, for all real $m_1,m_2$ there is an angle $\theta$, the same for every real momentum $p$, such that $U(\theta)=\cos\frac\theta2+i\gamma_5\sin\frac\theta2$ is invertible and

$$U(\theta)\left(\alpha\cdot p+\beta\sqrt{m_1^2+m_2^2}\right)U(\theta)^{-1}=\alpha\cdot p+m_1\beta+i m_2\beta\gamma_5 .$$

For a free particle with constant masses, the energies at given momentum therefore depend on $m_1$ and $m_2$ only through $\sqrt{m_1^2+m_2^2}$.

## Rotating the mass term

Multiply two rotations and use $\gamma_5^2=1$:

$$U(a)U(b)=\cos\tfrac a2\cos\tfrac b2-\sin\tfrac a2\sin\tfrac b2+i\gamma_5\left(\sin\tfrac a2\cos\tfrac b2+\cos\tfrac a2\sin\tfrac b2\right)=U(a+b).$$

Since $U(0)=1$, the inverse of $U(\theta)$ is $U(-\theta)$. If $\gamma_5$ is self-adjoint, taking the adjoint of $U(\theta)$ changes the sign of $i$ and gives $U(-\theta)$, so $U(\theta)$ is unitary.

The kinetic term $\alpha\cdot p=\sum_i p_i\alpha_i$ commutes with $\gamma_5$, hence with $U(\theta)$, and conjugation leaves it alone. For $\beta$, anticommutation gives $\beta U(-\theta)=U(\theta)\beta$, so that

$$U(\theta)\beta U(-\theta)=U(\theta)U(\theta)\beta=U(2\theta)\beta=(\cos\theta+i\gamma_5\sin\theta)\beta=\cos\theta\,\beta-i\sin\theta\,\beta\gamma_5 .$$

A mass $m$ thus becomes the pair $(m\cos\theta,\,-m\sin\theta)$. Now write $m_1+im_2=m e^{i\varphi}$ with $m=\sqrt{m_1^2+m_2^2}$ and choose $\theta=-\varphi$. Then $m\cos\theta=m_1$ and $-m\sin\theta=m_2$. If both masses vanish, any angle will do.

For the converse, suppose also that $\beta^2=1$ and $1\neq0$ in the algebra. Let $a\beta+b\beta\gamma_5=0$ with complex $a,b$. Multiplication by $\beta$ from the left gives $a+b\gamma_5=0$. Multiplication from the right gives $a-b\gamma_5=0$, because $\beta\gamma_5\beta=-\gamma_5$. Adding and subtracting yields $2a=0$ and $2b\gamma_5=0$, and $\gamma_5\neq0$ because its square is $1$. So $a=b=0$, and coefficients of $\beta$ and $\beta\gamma_5$ may be compared one by one.

## The masses 3 and 4

Take $m_1=3$ and $m_2=4$, so that $m=5$, $\cos\theta=\frac35$ and $\sin\theta=-\frac45$. With $\theta$ between $-\pi$ and $0$, the half-angle formulas give $\cos\frac\theta2=\frac2{\sqrt5}$ and $\sin\frac\theta2=-\frac1{\sqrt5}$, hence $U(\theta)=(2-i\gamma_5)/\sqrt5$. Then

$$U(\theta)\,5\beta\,U(-\theta)=5\,U(\theta)^2\beta=(2-i\gamma_5)^2\beta=(3-4i\gamma_5)\beta=3\beta+4i\beta\gamma_5 .$$

## Rotation and Hamiltonian in Lean

The algebra is `A`, and the momentum components are labelled by a finite type `ι`, so their number is arbitrary.

```lean
import Mathlib

open Matrix

namespace ChiralMassRotation

noncomputable section

variable {A ι : Type*} [Ring A] [Algebra ℂ A] [Fintype ι]
```

The element written `g` is $\gamma_5$. The definition makes sense for any `g`; it behaves as a rotation once `g * g = 1` is supplied. The angle enters by halves, so a textbook rotation $e^{i\chi\gamma_5}$ corresponds to $\theta=2\chi$.

```lean
/-- The chiral rotation `U(θ) = cos(θ/2) + i γ5 sin(θ/2)`. -/
def chiralRotation (g : A) (θ : ℝ) : A :=
  (Real.cos (θ / 2) : ℂ) • (1 : A) + (Complex.I * (Real.sin (θ / 2) : ℂ)) • g
```

The momentum and mass are real numbers, read as complex scalars; `•` is multiplication of an algebra element by a scalar. Despite its name, `diracHamiltonian` does not require the $\alpha_i$ to anticommute with one another or with $\beta$, and the mass may be negative.

```lean
/-- The Dirac Hamiltonian `α·p + m β` at momentum `p` and mass `m`. -/
def diracHamiltonian (α : ι → A) (β : A) (p : ι → ℝ) (m : ℝ) : A :=
  ∑ i, (p i : ℂ) • α i + (m : ℂ) • β
```

## Composition, inverse and unitarity

In the composition law, `simp only` expands the product and inserts the addition theorems. What remains is a linear identity between multiples of $1$ and $\gamma_5$, apart from one use of $i^2=-1$, which `hI` provides.

```lean
/-- If `γ5² = 1`, successive chiral rotations add their angles. -/
theorem chiralRotation_mul {g : A} (hg : g * g = 1) (a b : ℝ) :
    chiralRotation g a * chiralRotation g b = chiralRotation g (a + b) := by
  have hI : ((Real.sin (a / 2) : ℂ) * (Real.sin (b / 2) : ℂ) * Complex.I ^ 2) • (1 : A)
      = (-((Real.sin (a / 2) : ℂ) * (Real.sin (b / 2) : ℂ))) • (1 : A) := by
    rw [Complex.I_sq, mul_neg_one]
  -- the addition theorems for sine and cosine at half angles
  simp only [chiralRotation, add_div, Real.cos_add, Real.sin_add, Complex.ofReal_add,
    Complex.ofReal_sub, Complex.ofReal_mul, add_mul, mul_add, smul_mul_assoc,
    mul_smul_comm, one_mul, mul_one, hg]
  linear_combination (norm := module) hI
```

Setting the second angle to $-\theta$ gives the inverse.

```lean
/-- If `γ5² = 1`, the rotation by `-θ` undoes the rotation by `θ`. -/
theorem chiralRotation_mul_neg {g : A} (hg : g * g = 1) (θ : ℝ) :
    chiralRotation g θ * chiralRotation g (-θ) = 1 := by
  rw [chiralRotation_mul hg, add_neg_cancel]
  simp [chiralRotation]
```

For unitarity the algebra needs an adjoint, written `star`, that conjugates complex scalars. The inner statement `h` is the identity $U(\theta)^\dagger=U(-\theta)$, and the two products then follow from the inverse law at $\theta$ and at $-\theta$.

```lean
/-- If `γ5` is self-adjoint and `γ5² = 1`, the chiral rotation is unitary. -/
theorem chiralRotation_unitary [StarRing A] [StarModule ℂ A] {g : A}
    (hg : g * g = 1) (hs : star g = g) (θ : ℝ) :
    star (chiralRotation g θ) * chiralRotation g θ = 1 ∧
      chiralRotation g θ * star (chiralRotation g θ) = 1 := by
  have h : star (chiralRotation g θ) = chiralRotation g (-θ) := by
    simp only [chiralRotation, star_add, star_smul, star_one, hs, Complex.star_def,
      map_mul, Complex.conj_ofReal, Complex.conj_I, neg_div, Real.cos_neg, Real.sin_neg,
      Complex.ofReal_neg]
    module
  rw [h]
  refine ⟨?_, chiralRotation_mul_neg hg θ⟩
  simpa only [neg_neg] using chiralRotation_mul_neg hg (-θ)
```

## Action on the kinetic and mass terms

Any `x` that commutes with $\gamma_5$ can be moved through $U(\theta)$, after which the two rotations cancel.

```lean
/-- If `γ5² = 1`, an operator that commutes with `γ5` is unchanged by a chiral rotation. -/
theorem conj_of_commute {g x : A} (hg : g * g = 1) (hx : g * x = x * g) (θ : ℝ) :
    chiralRotation g θ * x * chiralRotation g (-θ) = x := by
  have hU : chiralRotation g θ * x = x * chiralRotation g θ := by
    simp only [chiralRotation, add_mul, mul_add, smul_mul_assoc, mul_smul_comm,
      one_mul, mul_one, hx]
  rw [hU, mul_assoc, chiralRotation_mul_neg hg, mul_one]
```

For $\beta$, the statement `h` is the angle reversal $\beta U(-\theta)=U(\theta)\beta$. The rewriting then collects the two rotations into $U(\theta+\theta)$, whose half angle is $\theta$, and a last use of anticommutation puts $\gamma_5$ to the right of $\beta$.

```lean
/-- If `γ5² = 1` and `γ5` anticommutes with `β`, a chiral rotation turns `β` into
`cos θ β - i sin θ β γ5`. -/
theorem conj_beta {g β : A} (hg : g * g = 1) (hβ : g * β = -(β * g)) (θ : ℝ) :
    chiralRotation g θ * β * chiralRotation g (-θ)
      = (Real.cos θ : ℂ) • β - (Complex.I * (Real.sin θ : ℂ)) • (β * g) := by
  -- moving the rotation through `β` reverses its angle
  have h : β * chiralRotation g (-θ) = chiralRotation g θ * β := by
    simp only [chiralRotation, neg_div, Real.cos_neg, Real.sin_neg, Complex.ofReal_neg,
      mul_add, add_mul, mul_smul_comm, smul_mul_assoc, one_mul, mul_one, hβ]
    module
  rw [mul_assoc, h, ← mul_assoc, chiralRotation_mul hg, chiralRotation, add_self_div_two]
  simp only [add_mul, smul_mul_assoc, one_mul, hβ]
  module
```

The Hamiltonian combines both results. The statement `hK` extends commutation from each $\alpha_i$ to the sum $\alpha\cdot p$. The right-hand side is again a `diracHamiltonian`, with mass $m\cos\theta$, plus a pseudoscalar term with coefficient $-m\sin\theta$.

```lean
/-- Let `γ5² = 1`, and let `γ5` commute with each `α i` and anticommute with `β`. A chiral
rotation turns the mass `m` into `m cos θ` along `β` and `-m sin θ` along `i β γ5`. -/
theorem conj_hamiltonian {g β : A} {α : ι → A} (hg : g * g = 1)
    (hα : ∀ i, g * α i = α i * g) (hβ : g * β = -(β * g)) (p : ι → ℝ) (m θ : ℝ) :
    chiralRotation g θ * diracHamiltonian α β p m * chiralRotation g (-θ)
      = diracHamiltonian α β p (m * Real.cos θ)
        + (Complex.I * ((-(m * Real.sin θ) : ℝ) : ℂ)) • (β * g) := by
  have hK : g * (∑ i, (p i : ℂ) • α i) = (∑ i, (p i : ℂ) • α i) * g := by
    simp only [Finset.mul_sum, Finset.sum_mul, mul_smul_comm, smul_mul_assoc, hα]
  simp only [diracHamiltonian]
  rw [mul_add, add_mul, conj_of_commute hg hK, mul_smul_comm, smul_mul_assoc,
    conj_beta hg hβ]
  simp only [Complex.ofReal_neg, Complex.ofReal_mul]
  module
```

## One angle for all momenta

The next theorem is the claim. Its hypotheses `hg`, `hα` and `hβ` are the three relations displayed at the start; neither $\beta^2=1$ nor self-adjointness is assumed. The conclusion supplies a real $\theta$ with three properties: $U(-\theta)$ is a right inverse of $U(\theta)$, it is a left inverse, and the conjugation holds for every `p`. Because `∃ θ` stands before `∀ p`, the angle cannot depend on the momentum.

The proof forms the complex mass `z` $=m_1+im_2$ and takes `-z.arg`, minus its polar angle. The statements `h1` and `h2` are $m\cos\theta=m_1$ and $-m\sin\theta=m_2$. They hold at $z=0$ as well, so massless particles need no separate case.

```lean
/-- Let `γ5² = 1`, and let `γ5` commute with each `α i` and anticommute with `β`. For real
`m1`, `m2` one invertible chiral rotation, the same for all momenta, conjugates
`α·p + β √(m1² + m2²)` into `α·p + m1 β + i m2 β γ5`. -/
theorem exists_chiral_rotation {g β : A} {α : ι → A} (hg : g * g = 1)
    (hα : ∀ i, g * α i = α i * g) (hβ : g * β = -(β * g)) (m1 m2 : ℝ) :
    ∃ θ : ℝ, chiralRotation g θ * chiralRotation g (-θ) = 1 ∧
      chiralRotation g (-θ) * chiralRotation g θ = 1 ∧
      ∀ p : ι → ℝ,
        chiralRotation g θ * diracHamiltonian α β p (Real.sqrt (m1 ^ 2 + m2 ^ 2))
            * chiralRotation g (-θ)
          = diracHamiltonian α β p m1 + (Complex.I * (m2 : ℂ)) • (β * g) := by
  -- minus the polar angle of the complex mass `m1 + i m2`
  let z : ℂ := ⟨m1, m2⟩
  have hn : ‖z‖ = Real.sqrt (m1 ^ 2 + m2 ^ 2) := by
    simp only [z, Complex.norm_def, Complex.normSq_mk, pow_two]
  have h1 : Real.sqrt (m1 ^ 2 + m2 ^ 2) * Real.cos (-z.arg) = m1 := by
    rw [Real.cos_neg, ← hn]
    exact Complex.norm_mul_cos_arg z
  have h2 : -(Real.sqrt (m1 ^ 2 + m2 ^ 2) * Real.sin (-z.arg)) = m2 := by
    rw [Real.sin_neg, mul_neg, neg_neg, ← hn]
    exact Complex.norm_mul_sin_arg z
  refine ⟨-z.arg, chiralRotation_mul_neg hg _, ?_, fun p => ?_⟩
  · simpa only [neg_neg] using chiralRotation_mul_neg hg (- -z.arg)
  · rw [conj_hamiltonian hg hα hβ, h1, h2]
```

Here the momentum is a list of numbers. The step to the Hamiltonian acting on wave functions, where $p$ becomes $-i\nabla$, is left to the reader's Fourier transform. The Fourier argument uses constant masses. For masses that vary in space, the same rotation still works if $m_1+im_2$ keeps a fixed phase, because the angle is then constant; a rotation whose angle varied in space would not commute with the gradient.

## Which angles work

Linear independence of the two mass terms is proved as above. The statements `h1` and `h2` are the given relation multiplied by $\beta$ from the left and from the right, and their sum and difference isolate $a$ and $b$. `Nontrivial A` means $1\neq0$.

```lean
/-- In a nontrivial algebra with `γ5² = β² = 1` and `γ5` anticommuting with `β`, the two mass
terms `β` and `β γ5` are linearly independent. -/
theorem mass_terms_independent [Nontrivial A] {g β : A} (hg : g * g = 1)
    (hβ : g * β = -(β * g)) (hb : β * β = 1) {a b : ℂ}
    (h : a • β + b • (β * g) = 0) : a = 0 ∧ b = 0 := by
  have e : β * g * β = -g := by
    rw [mul_assoc, hβ, mul_neg, ← mul_assoc, hb, one_mul]
  -- multiply the relation by `β` from the left and from the right
  have h1 := congrArg (fun x => β * x) h
  have h2 := congrArg (fun x => x * β) h
  simp only [mul_add, mul_smul_comm, ← mul_assoc, hb, one_mul, mul_zero] at h1
  simp only [add_mul, smul_mul_assoc, hb, e, zero_mul] at h2
  have ha : (2 * a) • (1 : A) = 0 := by linear_combination (norm := module) h1 + h2
  have hb' : (2 * b) • g = 0 := by linear_combination (norm := module) h1 - h2
  have hg0 : g ≠ 0 := by
    intro h0
    simp [h0] at hg
  exact ⟨(mul_eq_zero.mp ((smul_eq_zero.mp ha).resolve_right one_ne_zero)).resolve_left
      two_ne_zero,
    (mul_eq_zero.mp ((smul_eq_zero.mp hb').resolve_right hg0)).resolve_left two_ne_zero⟩
```

With this, the conjugation at any single momentum is equivalent to two real equations. From right to left one substitutes them into the transformed Hamiltonian. From left to right the kinetic terms cancel, independence makes both remaining coefficients vanish, and a real number is recovered from its complex copy. For $m\neq0$ the two equations fix $\theta$ up to multiples of $2\pi$. A shift by $2\pi$ changes the sign of $U(\theta)$ but not the conjugation.

```lean
/-- Let the algebra be nontrivial, `γ5² = β² = 1`, and let `γ5` commute with each `α i` and
anticommute with `β`. The rotation by `θ` turns mass `m` into the pair `m1`, `m2` exactly when
`m cos θ = m1` and `-m sin θ = m2`. -/
theorem conj_hamiltonian_iff [Nontrivial A] {g β : A} {α : ι → A} (hg : g * g = 1)
    (hα : ∀ i, g * α i = α i * g) (hβ : g * β = -(β * g)) (hb : β * β = 1)
    (p : ι → ℝ) (m m1 m2 θ : ℝ) :
    chiralRotation g θ * diracHamiltonian α β p m * chiralRotation g (-θ)
        = diracHamiltonian α β p m1 + (Complex.I * (m2 : ℂ)) • (β * g)
      ↔ m * Real.cos θ = m1 ∧ -(m * Real.sin θ) = m2 := by
  rw [conj_hamiltonian hg hα hβ]
  constructor
  · intro h
    simp only [diracHamiltonian] at h
    have hs : (((m * Real.cos θ : ℝ) : ℂ) - (m1 : ℂ)) • β
        + (Complex.I * (((-(m * Real.sin θ) : ℝ) : ℂ) - (m2 : ℂ))) • (β * g) = 0 := by
      linear_combination (norm := module) h
    obtain ⟨h1, h2⟩ := mass_terms_independent hg hβ hb hs
    exact ⟨Complex.ofReal_injective (sub_eq_zero.mp h1), Complex.ofReal_injective
      (sub_eq_zero.mp ((mul_eq_zero.mp h2).resolve_left Complex.I_ne_zero))⟩
  · rintro ⟨h1, h2⟩
    rw [h1, h2]
```

## Four-by-four matrices that satisfy the relations

The Weyl representation shows that the assumptions describe actual Dirac matrices. The Pauli matrices are numbered from $0$ to $2$, where textbooks count from $1$ to $3$.

```lean
/-- The three Pauli matrices. -/
def pauli : Fin 3 → Matrix (Fin 2) (Fin 2) ℂ :=
  ![!![0, 1; 1, 0], !![0, -Complex.I; Complex.I, 0], !![1, 0; 0, -1]]
```

The four spinor components are indexed by `Fin 2 ⊕ Fin 2`, two for each chirality, so every matrix consists of two-by-two blocks. The $\alpha_i$ are block diagonal, with opposite signs for the two chiralities.

```lean
/-- The matrices `α i` in the Weyl representation. -/
def weylAlpha (i : Fin 3) : Matrix (Fin 2 ⊕ Fin 2) (Fin 2 ⊕ Fin 2) ℂ :=
  fromBlocks (-pauli i) 0 0 (pauli i)
```

The matrix $\beta$ exchanges the two blocks.

```lean
/-- The matrix `β` in the Weyl representation. -/
def weylBeta : Matrix (Fin 2 ⊕ Fin 2) (Fin 2 ⊕ Fin 2) ℂ := fromBlocks 0 1 1 0
```

The matrix $\gamma_5$ is $-1$ on the first block and $+1$ on the second.

```lean
/-- The matrix `γ5` in the Weyl representation. -/
def weylGamma5 : Matrix (Fin 2 ⊕ Fin 2) (Fin 2 ⊕ Fin 2) ℂ := fromBlocks (-1) 0 0 1
```

Block multiplication confirms the three relations, together with $\beta^2=1$ and the self-adjointness of $\gamma_5$. The theorem checks what the preceding results use; the anticommutation of the $\alpha_i$ among themselves is not part of it.

```lean
/-- In the Weyl representation `γ5` is self-adjoint with square one, commutes with each `α i`
and anticommutes with `β`, and `β² = 1`. -/
theorem chiral_relations_witness :
    weylGamma5 * weylGamma5 = 1 ∧ star weylGamma5 = weylGamma5 ∧
      (∀ i, weylGamma5 * weylAlpha i = weylAlpha i * weylGamma5) ∧
      weylGamma5 * weylBeta = -(weylBeta * weylGamma5) ∧ weylBeta * weylBeta = 1 := by
  refine ⟨?_, ?_, fun i => ?_, ?_, ?_⟩ <;>
    simp [weylGamma5, weylAlpha, weylBeta, fromBlocks_multiply, fromBlocks_neg,
      star_eq_conjTranspose, fromBlocks_conjTranspose]

end

end ChiralMassRotation
```

```lean
#print axioms ChiralMassRotation.chiralRotation_unitary
#print axioms ChiralMassRotation.exists_chiral_rotation
#print axioms ChiralMassRotation.conj_hamiltonian_iff
```

```
'ChiralMassRotation.chiralRotation_unitary' depends on axioms: [propext, Classical.choice, Quot.sound]
'ChiralMassRotation.exists_chiral_rotation' depends on axioms: [propext, Classical.choice, Quot.sound]
'ChiralMassRotation.conj_hamiltonian_iff' depends on axioms: [propext, Classical.choice, Quot.sound]
```
